# A free Majorana Hamiltonian is annihilated by the product over its signed mode-energy sums

Let $x_j, y_j$ for $j=1,\dots,M$ be pairwise anticommuting elements of a complex algebra, each with square 1, let $e_j$ be real, and put $H = i\sum_j e_j x_j y_j$. Then

$$\prod_{s\in\{1,-1\}^M}\Bigl(H-\sum_j s_j e_j\Bigr)=0 .$$

Physically, each mode contributes $+e_j$ or $-e_j$ to the energy, and nothing else can occur. I would like to see this derived from the anticommutation relations alone, without choosing matrices, and checked by a proof assistant. Does it also follow that every one of the signed sums really is in the spectrum?

## Commuting mode parities turn $H$ into a number

Yes, provided the algebra is nontrivial, meaning $1\neq 0$. Both statements come from the mode parities $b_j = i x_j y_j$, in terms of which $H=\sum_j e_j b_j$.

**Parity relations.** Since $y_jx_j=-x_jy_j$,

$$x_jy_jx_jy_j=-x_j^2y_j^2=-1,\qquad b_j^2=i^2\cdot(-1)=1 .$$

For $k\ne j$, moving $x_k$ or $y_k$ past the two factors of $b_j$ costs two signs. Hence $x_k$ and $b_k$ commute with $b_j$. Within one mode, $b_jx_j=i x_jy_jx_j=-x_jb_j$, so $x_j$ reverses the parity.

**Action on a sector.** Write $E_s=\sum_j s_je_j$, and suppose $b_jv=s_jv$ for all $j$. Then $Hv=\sum_j e_js_jv=E_sv$. If a polynomial $p$ vanishes at $E_s$, write $p(X)=(X-E_s)r(X)$. It follows that $p(H)v=r(H)(H-E_s)v=0$.

**Splitting the identity.** For a sign $\sigma$, let $w=v+\sigma b_av$. Then

$$b_aw=b_av+\sigma v=\sigma w,$$

and $w$ keeps any definite parity that $v$ has in another mode, because the parities commute. Moreover,

$$v=\tfrac12(v+b_av)+\tfrac12(v-b_av).$$

Starting from $v=1$ and splitting in every mode writes 1 as a sum of elements with definite parities. If $p$ vanishes at every $E_s$, then $p(H)$ annihilates each term, so $p(H)=p(H)\cdot 1=0$. The choice $p(X)=\prod_s(X-E_s)$ gives the product formula.

**Every sector is occupied.** Let $1\ne0$ and fix $s$. Start with $v=1$ and treat the modes one after another. In mode $a$, form $w=v+s_ab_av$.

- If $w\neq0$, continue with $w$.
- If $w=0$, multiplying by $s_a$ gives $b_av=-s_av$. Continue with $x_av$, for which $b_ax_av=-x_ab_av=s_ax_av$. It is nonzero because $x_a(x_av)=v$, and it keeps the parities already fixed.

The final $v\ne0$ satisfies $(H-E_s)v=0$, so $H-E_s$ has no inverse and $E_s$ lies in the spectrum.

**No other values occur.** With the same $p$, write $p(X)-p(\mu)=(X-\mu)q(X)$. Since $p(H)=0$, this gives $(H-\mu)q(H)=-p(\mu)$. If $\mu$ differs from every $E_s$, the right side is a nonzero number and $H-\mu$ is invertible.

Here is the complete Lean file.

```lean
import Mathlib

open Polynomial

namespace FreeMajoranaSpectrum

noncomputable section

variable {ι A : Type*} [Ring A]

/-- Two families of Majorana operators: all of them square to one and any two
different ones anticommute. -/
structure IsMajorana (x y : ι → A) : Prop where
  x_sq : ∀ j, x j * x j = 1
  y_sq : ∀ j, y j * y j = 1
  x_anti : ∀ j k, j ≠ k → x j * x k = -(x k * x j)
  y_anti : ∀ j k, j ≠ k → y j * y k = -(y k * y j)
  xy_anti : ∀ j k, x j * y k = -(y k * x j)

variable [Algebra ℂ A]

/-- The parity `i x_j y_j` of mode `j`. -/
def parity (x y : ι → A) (j : ι) : A := Complex.I • (x j * y j)

/-- The free Majorana Hamiltonian `H = i ∑ e_j x_j y_j`. -/
def hamiltonian [Fintype ι] (e : ι → ℝ) (x y : ι → A) : A :=
  Complex.I • ∑ j, (e j : ℂ) • (x j * y j)

/-- The signed sum `∑ s_j e_j` of the mode energies. -/
def energy [Fintype ι] (e : ι → ℝ) (s : ι → ℤˣ) : ℝ := ∑ j, ((s j : ℤ) : ℝ) * e j

/-- The element `v` has parity `s_j` in every mode `j`, under left multiplication. -/
def InSector (x y : ι → A) (s : ι → ℤˣ) (v : A) : Prop :=
  ∀ j, parity x y j * v = ((s j : ℤ) : ℂ) • v

variable {x y : ι → A}

/-- Each mode parity squares to one. -/
theorem parity_sq (h : IsMajorana x y) (j : ι) : parity x y j * parity x y j = 1 := by
  have hyx : y j * x j = -(x j * y j) := by rw [h.xy_anti, neg_neg]
  have h1 : x j * y j * (x j * y j) = -1 := by
    calc x j * y j * (x j * y j) = x j * (y j * x j) * y j := by simp only [mul_assoc]
      _ = -(x j * x j * (y j * y j)) := by
        rw [hyx]; simp only [mul_neg, neg_mul, mul_assoc]
      _ = -1 := by rw [h.x_sq, h.y_sq, one_mul]
  simp only [parity, smul_mul_assoc, mul_smul_comm, smul_smul, Complex.I_mul_I, h1]
  simp

/-- The parity of one mode commutes with the operator `x` and with the parity of any
other mode. -/
theorem parity_commute (h : IsMajorana x y) {k j : ι} (hkj : k ≠ j) :
    Commute (x k) (parity x y j) ∧ Commute (parity x y k) (parity x y j) := by
  -- passing two anticommuting factors costs two signs
  have pass : ∀ z u v : A, z * u = -(u * z) → z * v = -(v * z) → Commute z (u * v) := by
    intro z u v hu hv
    calc z * (u * v) = z * u * v := (mul_assoc _ _ _).symm
      _ = -(u * (z * v)) := by rw [hu, neg_mul, mul_assoc]
      _ = u * v * z := by rw [hv, mul_neg, neg_neg, mul_assoc]
  have hx : Commute (x k) (parity x y j) :=
    (pass _ _ _ (h.x_anti k j hkj) (h.xy_anti k j)).smul_right Complex.I
  have hy : Commute (y k) (parity x y j) :=
    (pass _ _ _ (by rw [h.xy_anti, neg_neg]) (h.y_anti k j hkj)).smul_right Complex.I
  exact ⟨hx, (hx.mul_left hy).smul_left Complex.I⟩

/-- The operator `x_j` anticommutes with the parity of its own mode. -/
theorem parity_flip (h : IsMajorana x y) (j : ι) :
    parity x y j * x j = -(x j * parity x y j) := by
  have hyx : y j * x j = -(x j * y j) := by rw [h.xy_anti, neg_neg]
  simp only [parity, mul_smul_comm, smul_mul_assoc]
  rw [mul_assoc (x j) (y j) (x j), hyx, mul_neg, smul_neg]

/-- The filter `v + σ b_a v` has parity `σ` in mode `a` and keeps every definite parity
that `v` has in another mode. -/
theorem parity_filter (h : IsMajorana x y) (a : ι) (σ : ℤˣ) (v : A) :
    parity x y a * (v + ((σ : ℤ) : ℂ) • (parity x y a * v))
      = ((σ : ℤ) : ℂ) • (v + ((σ : ℤ) : ℂ) • (parity x y a * v)) ∧
    ∀ (j : ι) (τ : ℤˣ), j ≠ a → parity x y j * v = ((τ : ℤ) : ℂ) • v →
      parity x y j * (v + ((σ : ℤ) : ℂ) • (parity x y a * v))
        = ((τ : ℤ) : ℂ) • (v + ((σ : ℤ) : ℂ) • (parity x y a * v)) := by
  have hσ : ((σ : ℤ) : ℂ) * ((σ : ℤ) : ℂ) = 1 := by
    rcases Int.units_eq_one_or σ with rfl | rfl <;> simp
  have h2 : parity x y a * (parity x y a * v) = v := by
    rw [← mul_assoc, parity_sq h, one_mul]
  constructor
  · rw [mul_add, mul_smul_comm, h2, smul_add, smul_smul, hσ, one_smul, add_comm]
  · intro j τ hja hτ
    have h3 : parity x y j * (parity x y a * v) = ((τ : ℤ) : ℂ) • (parity x y a * v) := by
      rw [← mul_assoc, (parity_commute h hja).2.eq, mul_assoc, hτ, mul_smul_comm]
    rw [mul_add, mul_smul_comm, h3, hτ]
    module

/-- In a nontrivial algebra there is, for every choice of signs, a nonzero element with
these mode parities. -/
theorem exists_sector [Finite ι] [Nontrivial A] (h : IsMajorana x y) (s : ι → ℤˣ) :
    ∃ v : A, v ≠ 0 ∧ InSector x y s v := by
  classical
  have := Fintype.ofFinite ι
  have key : ∀ S : Finset ι, ∃ v : A, v ≠ 0 ∧
      ∀ j ∈ S, parity x y j * v = ((s j : ℤ) : ℂ) • v := by
    intro S
    induction S using Finset.induction_on with
    | empty => exact ⟨1, one_ne_zero, by simp⟩
    | insert a S ha ih =>
      obtain ⟨v, hv0, hv⟩ := ih
      have hne : ∀ j ∈ S, j ≠ a := fun j hj hja => ha (hja ▸ hj)
      by_cases hw : v + ((s a : ℤ) : ℂ) • (parity x y a * v) = 0
      · -- `v` has the wrong parity in mode `a`, so `x_a` flips it
        have hσ : ((s a : ℤ) : ℂ) * ((s a : ℤ) : ℂ) = 1 := by
          rcases Int.units_eq_one_or (s a) with hs | hs <;> simp [hs]
        have hb : parity x y a * v = -(((s a : ℤ) : ℂ) • v) := by
          calc parity x y a * v = ((s a : ℤ) : ℂ) •
                (v + ((s a : ℤ) : ℂ) • (parity x y a * v)) - ((s a : ℤ) : ℂ) • v := by
                rw [smul_add, smul_smul, hσ, one_smul, add_sub_cancel_left]
            _ = _ := by rw [hw, smul_zero, zero_sub]
        refine ⟨x a * v, fun h0 => hv0 ?_, fun j hj => ?_⟩
        · rw [← one_mul v, ← h.x_sq a, mul_assoc, h0, mul_zero]
        · rcases Finset.mem_insert.mp hj with rfl | hj
          · rw [← mul_assoc, parity_flip h, neg_mul, mul_assoc, hb, mul_neg, neg_neg,
              mul_smul_comm]
          · rw [← mul_assoc, ← (parity_commute h (hne j hj).symm).1.eq, mul_assoc, hv j hj,
              mul_smul_comm]
      · refine ⟨_, hw, fun j hj => ?_⟩
        rcases Finset.mem_insert.mp hj with rfl | hj
        · exact (parity_filter h _ _ v).1
        · exact (parity_filter h a _ v).2 j _ (hne j hj) (hv j hj)
  obtain ⟨v, hv0, hv⟩ := key Finset.univ
  exact ⟨v, hv0, fun j => hv j (Finset.mem_univ j)⟩

variable [Fintype ι]

/-- On an element with mode parities `s` the Hamiltonian acts as the number `∑ s_j e_j`. -/
theorem hamiltonian_mul_sector (e : ι → ℝ) {s : ι → ℤˣ} {v : A} (hv : InSector x y s v) :
    hamiltonian e x y * v = (energy e s : ℂ) • v := by
  have hH : hamiltonian e x y = ∑ j, (e j : ℂ) • parity x y j := by
    simp only [hamiltonian, parity, Finset.smul_sum]
    exact Finset.sum_congr rfl fun j _ => smul_comm _ _ _
  unfold energy
  push_cast
  rw [hH, Finset.sum_mul, Finset.sum_smul]
  refine Finset.sum_congr rfl fun j _ => ?_
  rw [smul_mul_assoc, hv j, smul_smul, mul_comm]

/-- A polynomial that vanishes at all signed sums `∑ s_j e_j` vanishes at the Hamiltonian. -/
theorem aeval_hamiltonian_eq_zero (h : IsMajorana x y) (e : ι → ℝ) (p : ℂ[X])
    (hp : ∀ s, p.eval (energy e s : ℂ) = 0) : aeval (hamiltonian e x y) p = 0 := by
  classical
  -- on a sector, `p(H)` acts as `p(E_s)`
  have hsec : ∀ s v, InSector x y s v → aeval (hamiltonian e x y) p * v = 0 := by
    intro s v hv
    obtain ⟨r, hr⟩ := Polynomial.dvd_iff_isRoot.mpr (hp s)
    have h0 : (hamiltonian e x y - algebraMap ℂ A (energy e s : ℂ)) * v = 0 := by
      rw [sub_mul, hamiltonian_mul_sector e hv, ← Algebra.smul_def, sub_self]
    rw [hr, mul_comm, map_mul, map_sub, aeval_X, aeval_C, mul_assoc, h0, mul_zero]
  -- split into definite parities, one mode at a time
  have key : ∀ S : Finset ι, ∀ v : A,
      (∀ j, j ∉ S → ∃ σ : ℤˣ, parity x y j * v = ((σ : ℤ) : ℂ) • v) →
      aeval (hamiltonian e x y) p * v = 0 := by
    intro S
    induction S using Finset.induction_on with
    | empty =>
      intro v hv
      choose s hs using fun j => hv j (by simp)
      exact hsec s v hs
    | insert a S ha ih =>
      intro v hv
      have half : ∀ σ : ℤˣ, aeval (hamiltonian e x y) p *
          (v + ((σ : ℤ) : ℂ) • (parity x y a * v)) = 0 := by
        intro σ
        refine ih _ fun j hj => ?_
        by_cases hja : j = a
        · subst hja
          exact ⟨σ, (parity_filter h _ σ v).1⟩
        · obtain ⟨τ, hτ⟩ := hv j (by simp [hja, hj])
          exact ⟨τ, (parity_filter h a σ v).2 j τ hja hτ⟩
      have hsplit : v = (1 / 2 : ℂ) • ((v + (((1 : ℤˣ) : ℤ) : ℂ) • (parity x y a * v))
          + (v + (((-1 : ℤˣ) : ℤ) : ℂ) • (parity x y a * v))) := by
        simp only [Units.val_neg, Units.val_one, Int.cast_neg, Int.cast_one]
        module
      rw [hsplit, mul_smul_comm, mul_add, half 1, half (-1), add_zero, smul_zero]
  have h1 := key Finset.univ 1 fun j hj => absurd (Finset.mem_univ j) hj
  rwa [mul_one] at h1

/-- The product of the factors `H - ∑ s_j e_j`, taken in any order over a list that
contains every choice of signs, is zero. -/
theorem prod_hamiltonian_sub_energy (h : IsMajorana x y) (e : ι → ℝ)
    (l : List (ι → ℤˣ)) (hl : ∀ s, s ∈ l) :
    (l.map fun s => hamiltonian e x y - algebraMap ℂ A (energy e s : ℂ)).prod = 0 := by
  have h0 := aeval_hamiltonian_eq_zero h e
    (l.map fun s => (X - C (energy e s : ℂ) : ℂ[X])).prod (fun s => by
      have hd : (X - C (energy e s : ℂ) : ℂ[X]) ∣
          (l.map fun s => (X - C (energy e s : ℂ) : ℂ[X])).prod :=
        List.dvd_prod (List.mem_map.mpr ⟨s, hl s, rfl⟩)
      exact Polynomial.dvd_iff_isRoot.mp hd)
  rw [map_list_prod, List.map_map] at h0
  simpa only [Function.comp_def, map_sub, aeval_X, aeval_C] using h0

/-- In a nontrivial algebra the spectrum of the free Majorana Hamiltonian is exactly the
set of signed sums `∑ s_j e_j`. -/
theorem spectrum_hamiltonian [Nontrivial A] (h : IsMajorana x y) (e : ι → ℝ) :
    spectrum ℂ (hamiltonian e x y) = Set.range fun s => (energy e s : ℂ) := by
  classical
  apply Set.Subset.antisymm
  · intro μ hμ
    let p : ℂ[X] := ∏ s : ι → ℤˣ, (X - C (energy e s : ℂ))
    have h0 : aeval (hamiltonian e x y) p = 0 :=
      aeval_hamiltonian_eq_zero h e p fun s => by
        simp only [p, eval_prod]
        exact Finset.prod_eq_zero (Finset.mem_univ s) (by simp)
    have h1 : p.eval μ ∈ spectrum ℂ (aeval (hamiltonian e x y) p) :=
      spectrum.subset_polynomial_aeval _ p ⟨μ, hμ, rfl⟩
    rw [h0, spectrum.zero_eq, Set.mem_singleton_iff] at h1
    simp only [p, eval_prod] at h1
    obtain ⟨s, -, hs⟩ := Finset.prod_eq_zero_iff.mp h1
    rw [eval_sub, eval_X, eval_C] at hs
    exact ⟨s, (sub_eq_zero.mp hs).symm⟩
  · rintro _ ⟨s, rfl⟩
    obtain ⟨v, hv0, hv⟩ := exists_sector h s
    rw [spectrum.mem_iff]
    intro hu
    refine hv0 (hu.mul_right_eq_zero.mp ?_)
    rw [sub_mul, hamiltonian_mul_sector e hv, ← Algebra.smul_def, sub_self]

open scoped Kronecker

/-- The Pauli matrix `X`. -/
def pauliX : Matrix (Fin 2) (Fin 2) ℂ := !![0, 1; 1, 0]

/-- The Pauli matrix `Y`. -/
def pauliY : Matrix (Fin 2) (Fin 2) ℂ := !![0, -Complex.I; Complex.I, 0]

/-- The Pauli matrix `Z`. -/
def pauliZ : Matrix (Fin 2) (Fin 2) ℂ := !![1, 0; 0, -1]

/-- The two-qubit matrices `X ⊗ 1`, `Z ⊗ X` and `Y ⊗ 1`, `Z ⊗ Y` satisfy the Majorana
relations for two modes. -/
theorem isMajorana_witness :
    IsMajorana ![pauliX ⊗ₖ (1 : Matrix (Fin 2) (Fin 2) ℂ), pauliZ ⊗ₖ pauliX]
      ![pauliY ⊗ₖ (1 : Matrix (Fin 2) (Fin 2) ℂ), pauliZ ⊗ₖ pauliY] := by
  have hX : pauliX * pauliX = 1 := by
    ext i j; fin_cases i <;> fin_cases j <;> simp [pauliX, Matrix.mul_apply]
  have hY : pauliY * pauliY = 1 := by
    ext i j; fin_cases i <;> fin_cases j <;> simp [pauliY, Matrix.mul_apply]
  have hZ : pauliZ * pauliZ = 1 := by
    ext i j; fin_cases i <;> fin_cases j <;> simp [pauliZ, Matrix.mul_apply]
  have hXY : pauliX * pauliY = -(pauliY * pauliX) := by
    ext i j; fin_cases i <;> fin_cases j <;> simp [pauliX, pauliY, Matrix.mul_apply]
  have hXZ : pauliX * pauliZ = -(pauliZ * pauliX) := by
    ext i j; fin_cases i <;> fin_cases j <;> simp [pauliX, pauliZ, Matrix.mul_apply]
  have hYZ : pauliY * pauliZ = -(pauliZ * pauliY) := by
    ext i j; fin_cases i <;> fin_cases j <;> simp [pauliY, pauliZ, Matrix.mul_apply]
  -- signs move out of either tensor factor
  have hl : ∀ P Q : Matrix (Fin 2) (Fin 2) ℂ, (-P) ⊗ₖ Q = -(P ⊗ₖ Q) := by
    intro P Q; ext i j; simp [Matrix.kroneckerMap_apply]
  have hr : ∀ P Q : Matrix (Fin 2) (Fin 2) ℂ, P ⊗ₖ (-Q) = -(P ⊗ₖ Q) := by
    intro P Q; ext i j; simp [Matrix.kroneckerMap_apply]
  constructor <;>
    simp [Fin.forall_fin_two, ← Matrix.mul_kronecker_mul, hX, hY, hZ, hXY, hXZ, hYZ, hl, hr]

end

end FreeMajoranaSpectrum
```

```lean
#print axioms FreeMajoranaSpectrum.prod_hamiltonian_sub_energy
-- 'FreeMajoranaSpectrum.prod_hamiltonian_sub_energy' depends on axioms: [propext, Classical.choice, Quot.sound]
#print axioms FreeMajoranaSpectrum.spectrum_hamiltonian
-- 'FreeMajoranaSpectrum.spectrum_hamiltonian' depends on axioms: [propext, Classical.choice, Quot.sound]
```

## How the Lean statements describe the Majorana modes

The modes are labelled by a finite type `ι`, which may be empty. The operators live in a ring `A` that is an algebra over `ℂ`. No adjoint or norm is assumed, and the dimension of `A` may be infinite. `IsMajorana x y` collects the relations, in the normalisation where each operator squares to 1.

A sign choice is a function `s : ι → ℤˣ`, since the invertible integers are exactly $1$ and $-1$. `parity`, `hamiltonian` and `energy` are $b_j$, $H$ and $E_s$. `InSector x y s v` says that $b_jv=s_jv$ for all $j$. Here $v$ is an element of the algebra and not a state vector; if `A` is a matrix algebra, each nonzero column of $v$ is a joint eigenvector.

`prod_hamiltonian_sub_energy` takes any list `l` containing every sign choice and says that the product of the corresponding factors is zero. A list fixes an order, which a product in a noncommutative ring needs; the theorem holds for every order and allows repetitions. The expression `algebraMap ℂ A` turns the number $E_s$ into that multiple of the identity.

`spectrum_hamiltonian` adds the hypothesis `Nontrivial A` and identifies the spectrum, the set of $\mu$ for which $\mu-H$ is not invertible in `A`, with the set of all $E_s$. Multiplicities are not counted, and coinciding sums give one point.

For Hermitian Majorana operators, $b_j=2n_j-1$ with $n_j$ the occupation number of $c_j=(x_j+iy_j)/2$, so $b_j=-(-1)^{n_j}$ and $H=\sum_j 2e_j\,(n_j-\tfrac12)$. Occupying mode $j$ changes the energy by $2e_j$, and the $E_s$ are the many-body energy levels of a non-interacting fermion model with finitely many modes, taken over all occupation patterns of both total parities. The Hamiltonian is assumed to be already in paired form; bringing a general quadratic Hamiltonian to that form is not treated.

## What the relations exclude

Anticommutation within a pair matters even for one mode. Take the algebra $\mathbb C$ with $x=y=1$. The squares are right, but $x$ and $y$ commute. Then $H=ie$, and

$$(H-e)(H+e)=-2e^2,$$

which is nonzero for $e\neq0$.

A slip to watch for in the formal relations concerns equal indices. `x_anti` and `y_anti` need the condition `j ≠ k`: without it, $x_j^2=-x_j^2$ would give $1=-1$, and a complex algebra with any mode at all would collapse to zero. `xy_anti` must not have that condition, because $x_j$ and $y_j$ are different operators and have to anticommute too.

`isMajorana_witness` shows that the relations are satisfiable for two modes, labelled 0 and 1 in Lean, by the four-dimensional matrices $x_0=X\otimes1$, $x_1=Z\otimes X$, $y_0=Y\otimes1$, $y_1=Z\otimes Y$. Its proof checks the Pauli products entry by entry and carries the signs through the tensor products.

## How the proof follows the algebra

`parity_sq`, `parity_commute` and `parity_flip` are the three parity relations. Inside the second, the auxiliary statement `pass` is the observation that two anticommutations cancel. `parity_filter` proves both properties of $w=v+\sigma b_av$. This element is twice the projection of $v$; the normalised projector is $(1+\sigma b_a)/2$.

`exists_sector` is an induction over the set of modes whose parity has been fixed. Its `by_cases hw` separates $w=0$, where $x_a$ flips the parity, from $w\ne0$, where the filter suffices.

`hamiltonian_mul_sector` is the equation $Hv=E_sv$. In `aeval_hamiltonian_eq_zero`, where `aeval` evaluates a polynomial at $H$, `hsec` factors out $X-E_s$ as above. The induction `key` runs over a set `S` of modes in which $v$ may still lack a definite parity. When `S` is empty, `choose` collects the signs into one $s$ and `hsec` applies. When a mode is added, `hsplit` writes $v$ as half the sum of its two filtered parts, and `half` handles each part. Taking all modes and $v=1$ finishes the argument.

The product theorem applies this to $\prod_s(X-E_s)$ over the list. For the spectrum, one inclusion uses the fact that $p(\mu)$ lies in the spectrum of $p(H)=0$, which is $\{0\}$; this replaces the explicit factorisation with $q$. The other inclusion takes the nonzero $v$ from `exists_sector`: if $H-E_s$ were invertible, $(H-E_s)v=0$ would force $v=0$.
